# Equivalent determinants that enter a selected CI together can lower the energy by more than the selection threshold

I choose the determinants afresh at every geometry: one is kept when its squared coupling to the reference, divided by its excitation energy, reaches a threshold $\varepsilon>0$. Along my potential curve several equivalent determinants cross the threshold at the same point, and the variational energy has a step there. Each of them is worth only $\varepsilon$ by the selection estimate, so I expected a step of at most about $\varepsilon$. Can it be larger?

## For $n$ mutually uncoupled determinants the step is bounded by $n\varepsilon$, not by $\varepsilon$

Let the selected space depend only on the Hamiltonian at the current geometry $R$, with no memory of neighbouring points. The energy can then be discontinuous even though every matrix element is continuous. When $n$ equivalent determinants that do not couple to each other join a lone reference determinant, the step is smaller than $n\varepsilon$, and it exceeds $\varepsilon$ exactly when $\varepsilon<(n-1)D$, where $D$ is their excitation energy at the crossing. A single determinant therefore gives a step below $\varepsilon$, while two or more can exceed it.

Measure all energies from that of the reference at the same geometry; the reference energy is continuous in $R$, so adding it back does not change the step. The reference is then at energy 0. Couple it by a real $V$ to $n\ge 1$ determinants at energy $D>0$, which do not couple to each other. With orbitals localised on $n$ identical, well-separated fragments, one double excitation of the same kind on each fragment gives this structure. Let $a$ be the amplitude of the reference and $b_i$, $i=0,\dots,n-1$, the others, with $a^2+\sum_i b_i^2=1$. The energy is
$$E=2Va\sum_i b_i+D\sum_i b_i^2 .$$

**Before the crossing**, $V^2/D<\varepsilon$. All $b_i$ vanish, so $E=0$.

**From the crossing on**, all $n$ determinants are present. Define
$$K=\tfrac12\left(D+\sqrt{D^2+4nV^2}\right),\qquad K(K-D)=nV^2 .$$
Expanding a sum of squares, then using this relation and the normalisation, gives
$$\begin{aligned}
\sum_i (Va+Kb_i)^2&=nV^2a^2+2VKa\sum_i b_i+K^2\sum_i b_i^2\\
&=K\Big[(K-D)a^2+2Va\sum_i b_i+K\sum_i b_i^2\Big]\\
&=K\,[E-(D-K)] .
\end{aligned}$$
The left side is nonnegative and $K>0$, so $E\ge D-K$. Equality needs $b_i=-Va/K$, which the normalised vector $a=K/N$, $b_i=-V/N$ with $N=\sqrt{K^2+nV^2}$ satisfies. The minimum is therefore $D-K=\tfrac12(D-\sqrt{D^2+4nV^2})$.

**At the crossing**, $V^2=\varepsilon D$, and the minimum is $-J$ with
$$J=\tfrac12\left(\sqrt{D^2+4n\varepsilon D}-D\right),\qquad J(J+D)=n\varepsilon D .$$
The square root exceeds $D$, so $J>0$. Dividing the quadratic equation by $D$ gives $J=n\varepsilon-J^2/D$, hence
$$n\varepsilon-\frac{(n\varepsilon)^2}{D}<J<n\varepsilon ,$$
so the step is close to $n\varepsilon$ when $n\varepsilon\ll D$. To compare $J$ with $\varepsilon$, subtract $\varepsilon(\varepsilon+D)$ from both sides of the quadratic equation:
$$(J+\varepsilon+D)(J-\varepsilon)=\varepsilon\,[(n-1)D-\varepsilon] .$$
The first factor and $\varepsilon$ are positive, so $J>\varepsilon$ exactly when $\varepsilon<(n-1)D$.

Finally, let $D(R)$ and $V(R)$ be continuous at the crossing $R_0$. Just before $R_0$ the energy is identically 0. Just after it the energy follows the lower root, which is continuous and tends to $-J$.

## What the Lean statement says

In `hamiltonian`, the index `none` is the reference and `some i`, with `i` in `Fin n`, is one of the other determinants. `Selected` always keeps the reference, and keeps another determinant when `ε` is at most its squared coupling divided by its excitation energy. The excitation energy is the difference of the diagonal Hamiltonian elements. When it is positive, this ratio is the magnitude of the determinant's second-order energy contribution in Epstein–Nesbet perturbation theory. The comparison includes equality, so the geometry $R_0$ itself already has the larger space.

`trialEnergies` collects the expectation values of all normalised real vectors that vanish on unselected determinants, and `variationalEnergy` is its infimum. The lemmas show that the infimum is an attained minimum in both regimes.

The main theorem, `selected_ci_energy_jump`, takes a real coordinate $R$, continuity of `D` and `V` at `R₀`, and `D R₀ > 0`. The hypotheses `hbelow`, `hat` and `habove` say that the importance $V^2/D$ is below $\varepsilon$ just before $R_0$, equal to it there, and at least $\varepsilon$ just after. The conclusion has the left limit 0, the value $-J$ at $R_0$, the right limit $-J$, the bounds $0<J<n\varepsilon$, and the criterion for $J>\varepsilon$.

The equality of all couplings and excitation energies is assumed; it stands for the equivalence of the determinants. The selection looks only at the coupling to the reference and is not iterated with an updated wavefunction, and no perturbative correction for discarded determinants is added. For potential curves from selected CI, this one-reference model with equivalent, mutually uncoupled determinants shows that a threshold on individual importance need not bound the discontinuity of the variational energy.

```lean
import Mathlib

open Filter Topology Matrix

namespace SelectedCIJump

noncomputable section

/-- The Hamiltonian of a reference determinant (`none`) at energy 0, coupled by `V` to each of
`n` mutually uncoupled determinants at energy `D`. -/
def hamiltonian (n : ℕ) (D V : ℝ) : Matrix (Option (Fin n)) (Option (Fin n)) ℝ
  | none, none => 0
  | none, some _ => V
  | some _, none => V
  | some i, some j => if i = j then D else 0

/-- The selection rule: the reference is always kept, and another determinant is kept when its
squared coupling to the reference, divided by its excitation energy, reaches `ε`. The rule is meant
for determinants whose energy lies above that of the reference. -/
def Selected {n : ℕ} (H : Matrix (Option (Fin n)) (Option (Fin n)) ℝ) (ε : ℝ)
    (i : Option (Fin n)) : Prop :=
  i = none ∨ ε ≤ (H i none) ^ 2 / (H i i - H none none)

/-- The energy expectation values of all normalised real wavefunctions built from the selected
determinants. -/
def trialEnergies {n : ℕ} (H : Matrix (Option (Fin n)) (Option (Fin n)) ℝ) (ε : ℝ) : Set ℝ :=
  {E | ∃ c : Option (Fin n) → ℝ,
    (∀ i, ¬ Selected H ε i → c i = 0) ∧ c ⬝ᵥ c = 1 ∧ c ⬝ᵥ (H *ᵥ c) = E}

/-- The variational energy of selected configuration interaction: the infimum of the trial
energies. -/
def variationalEnergy {n : ℕ} (H : Matrix (Option (Fin n)) (Option (Fin n)) ℝ) (ε : ℝ) : ℝ :=
  sInf (trialEnergies H ε)

/-- The size `J = (√(D² + 4nεD) - D) / 2` of the energy jump. -/
def jump (n : ℕ) (D ε : ℝ) : ℝ := (√(D ^ 2 + 4 * n * (ε * D)) - D) / 2

/-- The energy expectation value consists of the coupling of the reference to the sum of the
other amplitudes, and the excitation energy weighted by their squares. -/
theorem energy_expectation (n : ℕ) (D V : ℝ) (c : Option (Fin n) → ℝ) :
    c ⬝ᵥ (hamiltonian n D V *ᵥ c) =
      2 * V * c none * ∑ i, c (some i) + D * ∑ i, c (some i) ^ 2 := by
  have h0 : (hamiltonian n D V *ᵥ c) none = V * ∑ i, c (some i) := by
    simp [Matrix.mulVec, dotProduct, Fintype.sum_option, hamiltonian, Finset.mul_sum]
  have h1 : ∀ i, (hamiltonian n D V *ᵥ c) (some i) = V * c none + D * c (some i) := by
    intro i
    simp [Matrix.mulVec, dotProduct, Fintype.sum_option, hamiltonian, ite_mul]
  have h2 : ∑ i, c (some i) * (V * c none + D * c (some i)) =
      V * c none * ∑ i, c (some i) + D * ∑ i, c (some i) ^ 2 := by
    rw [Finset.mul_sum, Finset.mul_sum, ← Finset.sum_add_distrib]
    exact Finset.sum_congr rfl (fun i _ => by ring)
  simp only [dotProduct, Fintype.sum_option, h0, h1]
  rw [h2]
  ring

/-- While the importance `V²/D` is below the threshold, the lowest trial energy is 0, the energy
of the reference. -/
theorem isLeast_below {n : ℕ} {D V ε : ℝ} (h : V ^ 2 / D < ε) :
    IsLeast (trialEnergies (hamiltonian n D V) ε) 0 := by
  constructor
  · refine ⟨fun i => i.elim 1 (fun _ => 0), ?_, ?_, ?_⟩
    · intro i hi
      cases i with
      | none => exact (hi (Or.inl rfl)).elim
      | some i => rfl
    · simp [dotProduct, Fintype.sum_option]
    · rw [energy_expectation]
      simp
  · rintro E ⟨c, hc, -, rfl⟩
    have h0 : ∀ i, c (some i) = 0 := fun i => hc _ (by simpa [Selected, hamiltonian] using h)
    rw [energy_expectation]
    simp [h0]

/-- Once the importance `V²/D` reaches the threshold, with `D > 0`, the lowest trial energy is
`(D - √(D² + 4nV²)) / 2`. -/
theorem isLeast_above {n : ℕ} {D V ε : ℝ} (hD : 0 < D) (h : ε ≤ V ^ 2 / D) :
    IsLeast (trialEnergies (hamiltonian n D V) ε) ((D - √(D ^ 2 + 4 * n * V ^ 2)) / 2) := by
  have hs := Real.sq_sqrt (show 0 ≤ D ^ 2 + 4 * n * V ^ 2 by positivity)
  have hs0 := Real.sqrt_nonneg (D ^ 2 + 4 * n * V ^ 2)
  generalize √(D ^ 2 + 4 * n * V ^ 2) = s at hs hs0 ⊢
  -- `K` is the upper root of the secular equation, `D - K` the lower one
  obtain ⟨K, rfl⟩ : ∃ K, s = 2 * K - D := ⟨(s + D) / 2, by ring⟩
  have hK : K ^ 2 - D * K = n * V ^ 2 := by linear_combination hs / 4
  have hK0 : 0 < K := by linarith
  rw [show (D - (2 * K - D)) / 2 = D - K by ring]
  constructor
  · have hpos : 0 < K ^ 2 + n * V ^ 2 := by positivity
    have hN := Real.sq_sqrt hpos.le
    generalize √(K ^ 2 + n * V ^ 2) = N at hN
    refine ⟨fun i => i.elim (K / N) (fun _ => -V / N), ?_, ?_, ?_⟩
    · intro i hi
      cases i with
      | none => exact (hi (Or.inl rfl)).elim
      | some i => exact (hi (Or.inr (by simpa [hamiltonian] using h))).elim
    · simp only [dotProduct, Fintype.sum_option, Option.elim_none, Option.elim_some,
        Finset.sum_const, Finset.card_univ, Fintype.card_fin, nsmul_eq_mul]
      calc _ = (K ^ 2 + n * V ^ 2) / N ^ 2 := by ring
        _ = 1 := by rw [hN, div_self hpos.ne']
    · rw [energy_expectation]
      simp only [Option.elim_none, Option.elim_some,
        Finset.sum_const, Finset.card_univ, Fintype.card_fin, nsmul_eq_mul]
      calc _ = n * V ^ 2 * (D - 2 * K) / N ^ 2 := by ring
        _ = D - K := by
          rw [hN, div_eq_iff hpos.ne']
          linear_combination K * hK
  · rintro E ⟨c, -, hn, rfl⟩
    rw [energy_expectation]
    simp only [dotProduct, Fintype.sum_option, ← pow_two] at hn
    -- the energy above `D - K`, times `K`, is a sum of squares
    have hsq : 0 ≤ ∑ i, (V * c none + K * c (some i)) ^ 2 :=
      Finset.sum_nonneg (fun i _ => sq_nonneg _)
    have hexp : ∑ i, (V * c none + K * c (some i)) ^ 2 =
        n * (V ^ 2 * c none ^ 2) + 2 * V * K * c none * ∑ i, c (some i)
          + K ^ 2 * ∑ i, c (some i) ^ 2 := by
      have e : ∀ i, (V * c none + K * c (some i)) ^ 2 = V ^ 2 * c none ^ 2
          + 2 * V * K * c none * c (some i) + K ^ 2 * c (some i) ^ 2 := fun i => by ring
      rw [Finset.sum_congr rfl (fun i _ => e i), Finset.sum_add_distrib,
        Finset.sum_add_distrib, ← Finset.mul_sum, ← Finset.mul_sum, ← Finset.mul_sum,
        Finset.sum_const, Finset.card_univ, Fintype.card_fin, nsmul_eq_mul]
      ring
    have key : 0 ≤ K * (2 * V * c none * ∑ i, c (some i) + D * ∑ i, c (some i) ^ 2
        - (D - K)) := by
      rw [hexp] at hsq
      refine hsq.trans_eq ?_
      linear_combination -(K * (D - K)) * hn - c none ^ 2 * hK
    linarith [(mul_nonneg_iff_of_pos_left hK0).1 key]

/-- For `D > 0` and `ε ≥ 0` the jump is the nonnegative root of `J (J + D) = n ε D`. -/
theorem jump_quadratic (n : ℕ) {D ε : ℝ} (hD : 0 < D) (hε : 0 ≤ ε) :
    0 ≤ jump n D ε ∧ jump n D ε * (jump n D ε + D) = n * ε * D := by
  have h0 : 0 ≤ 4 * n * (ε * D) := by positivity
  have hs := Real.sq_sqrt (show 0 ≤ D ^ 2 + 4 * n * (ε * D) by positivity)
  have hle : D ≤ √(D ^ 2 + 4 * n * (ε * D)) := (Real.le_sqrt' hD).2 (by linarith)
  unfold jump
  constructor
  · linarith
  · linear_combination hs / 4

/-- For `n ≥ 1`, `D > 0` and `ε > 0` the jump is positive and lies strictly between
`nε - (nε)²/D` and `nε`. -/
theorem jump_bounds {n : ℕ} (hn : 0 < n) {D ε : ℝ} (hD : 0 < D) (hε : 0 < ε) :
    0 < jump n D ε ∧ n * ε - (n * ε) ^ 2 / D < jump n D ε ∧ jump n D ε < n * ε := by
  obtain ⟨h0, hq⟩ := jump_quadratic n hD hε.le
  generalize jump n D ε = J at h0 hq ⊢
  have hn' : (0 : ℝ) < n := Nat.cast_pos.2 hn
  have hJ : 0 < J := by
    refine lt_of_le_of_ne h0 (fun h => ?_)
    have : 0 < n * ε * D := by positivity
    rw [← hq, ← h] at this
    simp at this
  have hlt : J < n * ε := by
    refine lt_of_mul_lt_mul_right ?_ hD.le
    nlinarith [mul_pos hJ hJ]
  refine ⟨hJ, ?_, hlt⟩
  have hJe : J = n * ε - J ^ 2 / D := by
    field_simp
    linear_combination hq
  have hsq : J ^ 2 / D < (n * ε) ^ 2 / D := by gcongr
  linarith

/-- For `D > 0` and `ε > 0` the jump exceeds the selection threshold exactly when
`ε < (n - 1) D`. -/
theorem threshold_lt_jump_iff (n : ℕ) {D ε : ℝ} (hD : 0 < D) (hε : 0 < ε) :
    ε < jump n D ε ↔ ε < (n - 1) * D := by
  obtain ⟨h0, hq⟩ := jump_quadratic n hD hε.le
  generalize jump n D ε = J at h0 hq ⊢
  have hA : 0 < J + ε + D := by linarith
  have hid : (J + ε + D) * (J - ε) = ε * ((n - 1) * D - ε) := by linear_combination hq
  constructor
  · intro h
    have hp := mul_pos hA (sub_pos.2 h)
    rw [hid] at hp
    exact sub_pos.1 ((mul_pos_iff_of_pos_left hε).1 hp)
  · intro h
    have hp := mul_pos hε (sub_pos.2 h)
    rw [← hid] at hp
    exact sub_pos.1 ((mul_pos_iff_of_pos_left hA).1 hp)

/-- Let `D` and `V` vary continuously at the geometry `R₀`, with `D R₀ > 0`, and let the importance
`V²/D` of `n ≥ 1` equivalent determinants reach `ε > 0` at `R₀`, being below `ε` just before and
at least `ε` just after. The variational energy then drops from 0 to `-J` at `R₀`, where
`0 < J < nε`, and `J > ε` exactly when `ε < (n - 1) D`. -/
theorem selected_ci_energy_jump {n : ℕ} (hn : 0 < n) {ε R₀ : ℝ} (hε : 0 < ε) {D V : ℝ → ℝ}
    (hDc : ContinuousAt D R₀) (hVc : ContinuousAt V R₀) (hD : 0 < D R₀)
    (hbelow : ∀ᶠ R in 𝓝[<] R₀, V R ^ 2 / D R < ε) (hat : V R₀ ^ 2 / D R₀ = ε)
    (habove : ∀ᶠ R in 𝓝[>] R₀, ε ≤ V R ^ 2 / D R) :
    Tendsto (fun R => variationalEnergy (hamiltonian n (D R) (V R)) ε) (𝓝[<] R₀) (𝓝 0) ∧
    variationalEnergy (hamiltonian n (D R₀) (V R₀)) ε = -jump n (D R₀) ε ∧
    Tendsto (fun R => variationalEnergy (hamiltonian n (D R) (V R)) ε) (𝓝[>] R₀)
      (𝓝 (-jump n (D R₀) ε)) ∧
    0 < jump n (D R₀) ε ∧ jump n (D R₀) ε < n * ε ∧
    (ε < jump n (D R₀) ε ↔ ε < (n - 1) * D R₀) := by
  have hV : V R₀ ^ 2 = ε * D R₀ := (div_eq_iff hD.ne').1 hat
  have hval : (D R₀ - √(D R₀ ^ 2 + 4 * n * V R₀ ^ 2)) / 2 = -jump n (D R₀) ε := by
    rw [hV]
    unfold jump
    ring
  obtain ⟨hJ, -, hlt⟩ := jump_bounds hn hD hε
  refine ⟨?_, ?_, ?_, hJ, hlt, threshold_lt_jump_iff n hD hε⟩
  · -- before the threshold only the reference is present
    exact tendsto_const_nhds.congr' (hbelow.mono fun R h => (isLeast_below h).csInf_eq.symm)
  · exact (isLeast_above hD hat.ge).csInf_eq.trans hval
  · -- after it the energy follows the continuous lower root
    have hc : ContinuousAt (fun R => (D R - √(D R ^ 2 + 4 * n * V R ^ 2)) / 2) R₀ := by
      fun_prop
    have ht : Tendsto (fun R => (D R - √(D R ^ 2 + 4 * n * V R ^ 2)) / 2) (𝓝[>] R₀)
        (𝓝 (-jump n (D R₀) ε)) := by
      rw [← hval]
      exact hc.tendsto.mono_left nhdsWithin_le_nhds
    refine ht.congr' ?_
    filter_upwards [habove, nhdsWithin_le_nhds (hDc.tendsto.eventually (lt_mem_nhds hD))]
      with R h hp
    exact (isLeast_above hp h).csInf_eq.symm

/-- At fixed `D > 0`, with `n ≥ 1` and `ε > 0`, the variational energy as a function of the
coupling tends to 0 from below the critical coupling `√(εD)` and equals `-J` at it. -/
theorem energy_jump_in_coupling {n : ℕ} (hn : 0 < n) {D ε : ℝ} (hD : 0 < D) (hε : 0 < ε) :
    Tendsto (fun V => variationalEnergy (hamiltonian n D V) ε) (𝓝[<] √(ε * D)) (𝓝 0) ∧
    variationalEnergy (hamiltonian n D √(ε * D)) ε = -jump n D ε := by
  have hpos : 0 < √(ε * D) := Real.sqrt_pos.2 (mul_pos hε hD)
  have hsq : √(ε * D) ^ 2 = ε * D := Real.sq_sqrt (mul_pos hε hD).le
  have main := selected_ci_energy_jump (D := fun _ => D) (V := fun v => v) (R₀ := √(ε * D))
    hn hε continuousAt_const continuousAt_id hD
    (by
      filter_upwards [self_mem_nhdsWithin, nhdsWithin_le_nhds (lt_mem_nhds hpos)] with v hv hv0
      have hv' : v < √(ε * D) := hv
      rw [div_lt_iff₀ hD]
      nlinarith)
    ((div_eq_iff hD.ne').2 hsq)
    (by
      filter_upwards [self_mem_nhdsWithin] with v hv
      have hv' : √(ε * D) < v := hv
      rw [le_div_iff₀ hD]
      nlinarith)
  exact ⟨main.1, main.2.1⟩

end

end SelectedCIJump
```

```lean
#print axioms SelectedCIJump.selected_ci_energy_jump
#print axioms SelectedCIJump.energy_jump_in_coupling
```

```
'SelectedCIJump.selected_ci_energy_jump' depends on axioms: [propext, Classical.choice, Quot.sound]
'SelectedCIJump.energy_jump_in_coupling' depends on axioms: [propext, Classical.choice, Quot.sound]
```

## From the sum of squares to the one-sided limits

`energy_expectation` is the formula for $E$, obtained by applying the matrix to the vector component by component.

`isLeast_below` exhibits the pure reference as a trial vector with energy 0. It then shows that every allowed vector has zero amplitude on the other determinants, and hence the same energy.

`isLeast_above` treats the full space. It replaces the square root by $2K-D$, so that `hK` is the relation $K^2-DK=nV^2$. The first half checks the norm and energy of the explicit vector above. In the second half, `hexp` expands the sum of squares and `key` identifies it with $K[E-(D-K)]$; the `linear_combination` there uses exactly the normalisation `hn` and the relation `hK`. Dividing out the positive factor $K$ gives the lower bound.

`jump_quadratic` proves $J\ge0$ and $J(J+D)=n\varepsilon D$ from the definition of the square root. The next two lemmas need only these facts about $J$. `jump_bounds` rewrites the equation as $J=n\varepsilon-J^2/D$ in `hJe` and inserts $J<n\varepsilon$ for the lower estimate. `threshold_lt_jump_iff` has the factorised identity as `hid` and reads off the sign in each direction.

In `selected_ci_energy_jump`, `hval` turns the lower root at $R_0$ into $-J$. For the left limit, the energy agrees with the constant 0 just before $R_0$. For the right limit, `fun_prop` proves continuity of the lower root, and continuity of `D` keeps the excitation energy positive close to $R_0$, so that `isLeast_above` applies there. In both cases `congr'` transfers the limit to the variational energy.

`energy_jump_in_coupling` holds $D$ fixed and uses $V$ itself as the coordinate. The crossing is then at $V=\sqrt{\varepsilon D}$, and the three conditions on the importance follow from comparing squares. This gives a concrete family for every $n\ge1$, $D>0$ and $\varepsilon>0$ in which the step occurs.
